# Density-matrix magnitudes in a partly filled band of a non-interacting chain have a sum that grows at least logarithmically with range

In an infinite chain of non-interacting fermions with unit lattice spacing, let the Bloch states with wave vectors from $-k_F$ to $k_F$ be filled, so that the density matrix element between sites $n \ge 1$ apart is $\sin(k_F n)/(\pi n)$. The theorem `log_le_rowSum` states that the absolute values of these elements for $1 \le n \le R$, on one side of a site, add up to at least $|\sin k_F|\ln(R+1)/(2\pi)$. For a partly filled band, $0 < k_F < \pi$, this bound grows without limit as $R$ increases. The proof goes by induction on $R$, on a stronger inequality with the extra term $|\sin(k_F R)|/(R+1)$. The induction step combines a lower bound on the sum of two successive sine magnitudes with an upper bound on the increase of the logarithm.

This version doesn't compile in Lean 4 with Mathlib:

```lean
import Mathlib

open scoped Real

namespace LogLeRowSum

/-- Density matrix element between two sites at separation `n` of a chain whose Bloch states
with wave vector in `[-kF, kF]` are filled. -/
noncomputable def densityElement (kF : ℝ) (n : ℤ) : ℝ :=
  1 / (2 * π) * ∫ q in (-kF)..kF, Real.cos (n * q)

/-- At nonzero separation `n` the density matrix element is `sin (kF n) / (π n)`. -/
theorem densityElement_eq (kF : ℝ) (n : ℤ) (hn : n ≠ 0) :
    densityElement kF n = Real.sin (kF * n) / (π * n) := by
  have hn' : (n : ℝ) ≠ 0 := by exact_mod_cast hn
  unfold densityElement
  rw [intervalIntegral.integral_comp_mul_left (fun x => Real.cos x) hn', integral_cos,
    mul_neg, Real.sin_neg, smul_eq_mul, mul_comm kF, sub_neg_eq_add, ← two_mul]
  field_simp

/-- The magnitude of the density matrix element at separation `n ≥ 1`. -/
theorem abs_densityElement (kF : ℝ) (n : ℕ) (hn : n ≠ 0) :
    |densityElement kF n| = |Real.sin (kF * n)| / (π * n) := by
  have hpos : (0 : ℝ) < π * n :=
    mul_pos Real.pi_pos (by exact_mod_cast Nat.pos_of_ne_zero hn)
  rw [densityElement_eq kF (n : ℤ) (by exact_mod_cast hn), Int.cast_natCast, abs_div,
    abs_of_pos hpos]

/-- For all real `kF` and `x`, the magnitudes of `sin (kF x)` and `sin (kF (x + 1))` add up to at
least `|sin kF|`. -/
theorem abs_sin_pair (kF x : ℝ) :
    |Real.sin kF| ≤ |Real.sin (kF * x)| + |Real.sin (kF * (x + 1))| := by
  have h : Real.sin kF = Real.sin (kF * (x + 1)) * Real.cos (kF * x)
      - Real.cos (kF * (x + 1)) * Real.sin (kF * x) := by
    rw [← Real.sin_sub]
    congr 1
    ring
  have h1 : |Real.sin (kF * (x + 1)) * Real.cos (kF * x)| ≤ |Real.sin (kF * (x + 1))| := by
    rw [abs_mul]
    exact mul_le_of_le_one_right (abs_nonneg _) (Real.abs_cos_le_one _)
  have h2 : |Real.cos (kF * (x + 1)) * Real.sin (kF * x)| ≤ |Real.sin (kF * x)| := by
    rw [abs_mul]
    exact mul_le_of_le_one_left (abs_nonneg _) (Real.abs_cos_le_one _)
  have h1' := abs_le.mp h1
  have h2' := abs_le.mp h2
  rw [h]
  exact abs_le.mpr ⟨by linarith [h1'.1, h2'.2], by linarith [h1'.2, h2'.1]⟩

/-- The absolute values of the elements at separations `1 ≤ n ≤ R`, on one side of a site, add up to
at least `|sin kF| ln (R + 1) / (2π)`. -/
theorem log_le_rowSum (kF : ℝ) (R : ℕ) :
    |Real.sin kF| * Real.log (R + 1) / (2 * π)
      ≤ ∑ n ∈ Finset.Icc 1 R, |densityElement kF n| := by
  -- the extra term carries the last sine over to the next pair
  have key : ∀ R : ℕ, |Real.sin kF| * Real.log (R + 1) + |Real.sin (kF * R)| / (R + 1)
      ≤ 2 * π * ∑ n ∈ Finset.Icc 1 R, |densityElement kF n| := by
    intro R
    induction R with
    | zero => simp
    | succ R ih =>
      rw [Finset.sum_Icc_succ_top (by omega), abs_densityElement kF (R + 1) (by omega)]
      push_cast
      have hlog : Real.log ((R : ℝ) + 1 + 1) ≤ Real.log (R + 1) + 1 / ((R : ℝ) + 1) := by
        have h := Real.log_le_sub_one_of_pos
          (show 0 < ((R : ℝ) + 1 + 1) / (R + 1) by positivity)
        rw [Real.log_div (by positivity) (by positivity), add_div,
          div_self (by positivity)] at h
        linarith
      have h1 := mul_le_mul_of_nonneg_left hlog (abs_nonneg (Real.sin kF))
      rw [mul_add, mul_one_div] at h1
      have h2 := div_le_div_of_nonneg_right (abs_sin_pair kF R)
        (show (0 : ℝ) ≤ (R : ℝ) + 1 by positivity)
      rw [add_div] at h2
      have h3 : |Real.sin (kF * ((R : ℝ) + 1))| / ((R : ℝ) + 1 + 1)
          ≤ |Real.sin (kF * ((R : ℝ) + 1))| / ((R : ℝ) + 1) :=
        div_le_div_of_nonneg_left (abs_nonneg _) (by positivity) (by linarith)
      have h4 : 2 * π * (|Real.sin (kF * ((R : ℝ) + 1))| / (π * ((R : ℝ) + 1)))
          = 2 * (|Real.sin (kF * ((R : ℝ) + 1))| / ((R : ℝ) + 1)) := by
        field_simp
      rw [mul_add, h4]
      linarith
  have h0 : 0 ≤ |Real.sin (kF * R)| / ((R : ℝ) + 1) := by positivity
  rw [div_le_iff₀ Real.two_pi_pos]
  linarith [key R]

end LogLeRowSum
```

The compiler's answer:

```
Main.lean:80:19: error: Tactic `rewrite` failed: Did not find an occurrence of the pattern
  2 * π * (|Real.sin (kF * (↑R + 1))| / (π * (↑R + 1)))
in the target expression
  |Real.sin kF| * Real.log (↑R + 1 + 1) + |Real.sin (kF * ↑R + kF * 1)| / (↑R + 1 + 1) ≤
    2 * π * (∑ k ∈ Finset.Icc 1 R, |densityElement kF ↑k| + |Real.sin (kF * ↑R + kF * 1)| / (π * (↑R + 1)))

case succ
kF : ℝ
R✝ R : ℕ
ih :
  |Real.sin kF| * Real.log (↑R + 1) + |Real.sin (kF * ↑R)| / (↑R + 1) ≤
    2 * π * ∑ n ∈ Finset.Icc 1 R, |densityElement kF ↑n|
hlog : Real.log (↑R + 1 + 1) ≤ Real.log (↑R + 1) + 1 / (↑R + 1)
h1 : |Real.sin kF| * Real.log (↑R + 1 + 1) ≤ |Real.sin kF| * Real.log (↑R + 1) + |Real.sin kF| / (↑R + 1)
h2 : |Real.sin kF| / (↑R + 1) ≤ |Real.sin (kF * ↑R)| / (↑R + 1) + |Real.sin (kF * (↑R + 1))| / (↑R + 1)
h3 : |Real.sin (kF * (↑R + 1))| / (↑R + 1 + 1) ≤ |Real.sin (kF * (↑R + 1))| / (↑R + 1)
h4 : 2 * π * (|Real.sin (kF * (↑R + 1))| / (π * (↑R + 1))) = 2 * (|Real.sin (kF * (↑R + 1))| / (↑R + 1))
⊢ |Real.sin kF| * Real.log (↑R + 1 + 1) + |Real.sin (kF * ↑R + kF * 1)| / (↑R + 1 + 1) ≤
    2 * π * (∑ k ∈ Finset.Icc 1 R, |densityElement kF ↑k| + |Real.sin (kF * ↑R + kF * 1)| / (π * (↑R + 1)))
```

Cause. The error says that `rw` could not find the left-hand side of `h4` in the goal. The step before it, `rw [mul_add]`, was meant to distribute `2 * π` over the sum and the new term. With no arguments given, `mul_add` fits any product of the form `a * (b + c)`, and `rw` settled on `kF * (↑R + 1)`, inside the sine. It rewrote every occurrence of that product, which is why the goal in the message contains `Real.sin (kF * ↑R + kF * 1)` while `2 * π` still stands outside its bracket. The left-hand side of `h4` needs the sine's argument unexpanded and `2 * π` multiplying the new term alone, so it no longer matched anything.

The repair writes `mul_add (2 * π)`, which fixes the first factor. The rewrite can then only distribute `2 * π`, and it leaves the sines alone. This produces the exact product that `h4` rewrites, and `linarith` can finish the step.

Lean accepts the file once it reads:

```diff
@@ -78,5 +78,5 @@
           = 2 * (|Real.sin (kF * ((R : ℝ) + 1))| / ((R : ℝ) + 1)) := by
         field_simp
-      rw [mul_add, h4]
+      rw [mul_add (2 * π), h4]
       linarith
   have h0 : 0 ≤ |Real.sin (kF * R)| / ((R : ℝ) + 1) := by positivity
```
